# Energy denominators summed over excitation orderings factorise for non-interacting fragments

Let $n$ fragments be labelled $i=0,\dots,n-1$. Each has one excitation, with energy $a_i$ and coupling $v_i$ to its ground state. An ordering is a permutation $s$, and $s(k)$ is the fragment excited at step $k$, counted from $0$. After step $m$ the system lies above its reference state by the intermediate gap
$$D_m(s)=\sum_{k\le m}a_{s(k)}.$$
Assume that no non-empty set of fragments has total energy zero, so that no excited state in the chain is degenerate with the reference. Positive real energies satisfy this. Then
$$\sum_s\prod_m\frac1{D_m(s)}=\prod_i\frac1{a_i}.$$

## Splitting off one fragment

Consider first the tail sums $T_m(s)=\sum_{k\ge m}a_{s(k)}$. For $n=0$ there is one ordering and both sides are $1$. Suppose the identity holds for $n$ fragments, and take $n+1$ with total energy $A=\sum_i a_i$. Every ordering has $T_0(s)=A$. Among those with $s(0)=p$, the other factors are the tail products of the remaining $n$ fragments, so these orderings contribute
$$\frac1A\prod_{i\ne p}\frac1{a_i}=\frac1A\,a_p\prod_i\frac1{a_i}.$$
Summing over $p$ replaces $a_p$ by $A$, which cancels.

Now put $s'(k)=s(n-1-k)$. Then $D_{n-1-m}(s)=T_m(s')$, and $s\mapsto s'$ is a bijection of the orderings, so the identity holds for the gaps too.

## Couplings and a common shift

In lowest-order Rayleigh-Schrödinger theory each step contributes $v_{s(m)}/(-D_m(s))$. The factor $\prod_i(-v_i)$ is the same in every ordering, hence
$$\sum_s\prod_m\frac{v_{s(m)}}{-D_m(s)}=\prod_i\frac{v_i}{-a_i}.$$
The left side is the lowest-order amplitude for exciting every fragment once. For non-interacting fragments it is therefore the product of the single-fragment amplitudes, as in a product of independent fragment states.

The products $C_S=\prod_{j\in S}v_j/(-a_j)$ also solve the lowest-order amplitude equations directly. Since $a_iC_S=-v_iC_{S\setminus\{i\}}$ for $i\in S$, summation gives
$$-\Big(\sum_{i\in S}a_i\Big)C_S=\sum_{i\in S}v_i\,C_{S\setminus\{i\}}.$$

Brillouin-Wigner denominators contain the exact energy. If it lies $e>0$ below the reference energy, each gap becomes $e+D_m(s)$. For positive $a_i$, the identity applied to the energies $e+a_i$ gives
$$\prod_i\frac1{e+a_i}=\sum_s\prod_m\frac1{(m+1)e+D_m(s)}<\sum_s\prod_m\frac1{e+D_m(s)}\qquad(n\ge2),$$
because the denominators in the middle expression are at least as large as those on the right, and strictly larger from $m=1$ on. Here every single-fragment factor carries the shift $e$ of the whole system. If instead the exact energy of each isolated fragment lies $e_i>0$ below its own reference energy, then $e=\sum_i e_i$, and the identity for the energies $e_i+a_i$ has the denominators $\sum_{k\le m}e_{s(k)}+D_m(s)$. These are smaller than $e+D_m(s)$ at every step but the last, so for $n\ge2$ the inequality is reversed: $\prod_i 1/(e_i+a_i)>\sum_s\prod_m 1/(e+D_m(s))$. Factorisation fails in both comparisons. The product of the exact fragment states is still an exact state of the whole system; what fails to factorise is the lowest-order sum, which leaves out the higher-order terms of the Brillouin-Wigner series.

## The identity in Lean

The energies take values in an arbitrary field `K`.

```lean
import Mathlib

namespace DenominatorFactorisation

noncomputable section

variable {K : Type*} [Field K]
```

`Fin n` labels both fragments and steps, and `Finset.Iic m` collects the steps up to and including `m`.

```lean
/-- The excitation energy of the intermediate state reached after step `m`, when fragments with
excitation energies `a` are excited one after another in the order `s`. -/
def intermediateGap {n : ℕ} (a : Fin n → K) (s : Equiv.Perm (Fin n)) (m : Fin n) : K :=
  ∑ k ∈ Finset.Iic m, a (s k)
```

The tail-sum identity comes first. In its proof `e` is a permutation, not the energy shift. `Equiv.Perm.decomposeFin` splits an ordering into its first fragment `p` and a permutation `e` of the rest, which are relabelled by swapping `0` and `p`. The step `hp` is the contribution for fixed `p`, with `hprod` supplying the factor $a_p$. The last lines sum over `p` and cancel the total.

```lean
/-- Factorisation for denominators that contain the energies of the fragments from position `m`
onwards: if no non-empty set of fragments has total energy zero, the products of the inverse
denominators, summed over all orderings, give the product of the inverse energies. -/
theorem sum_orderings_tail (n : ℕ) : ∀ a : Fin n → K,
    (∀ S : Finset (Fin n), S.Nonempty → ∑ i ∈ S, a i ≠ 0) →
    ∑ s : Equiv.Perm (Fin n), ∏ m, 1 / (∑ k, if m ≤ k then a (s k) else 0)
      = ∏ i, 1 / a i := by
  induction n with
  | zero => intro a _; simp
  | succ n ih =>
    intro a ha
    have hA : ∑ i, a i ≠ 0 := ha _ Finset.univ_nonempty
    have ha1 : ∀ i, a i ≠ 0 := fun i => by
      simpa using ha {i} (Finset.singleton_nonempty i)
    -- the orderings in which fragment `p` comes first
    have hp : ∀ p : Fin (n + 1), ∑ e : Equiv.Perm (Fin n),
        ∏ m, 1 / (∑ k, if m ≤ k then a (Equiv.Perm.decomposeFin.symm (p, e) k) else 0)
          = (1 / ∑ i, a i) * (a p * ∏ i, 1 / a i) := by
      intro p
      have hb := ih (fun j => a (Equiv.swap 0 p j.succ)) (by
        intro S hS
        have h := ha (S.map ⟨fun j => Equiv.swap 0 p j.succ, fun x y hxy =>
          Fin.succ_injective _ ((Equiv.swap 0 p).injective hxy)⟩) (hS.map)
        rw [Finset.sum_map] at h
        exact h)
      beta_reduce at hb
      have hprod : a p * ∏ i, 1 / a i = ∏ j : Fin n, 1 / a (Equiv.swap 0 p j.succ) := by
        have h : ∏ i, 1 / a (Equiv.swap 0 p i) = ∏ i, 1 / a i :=
          Equiv.prod_comp (Equiv.swap 0 p) (fun i => 1 / a i)
        rw [Fin.prod_univ_succ, Equiv.swap_apply_left] at h
        rw [← h, ← mul_assoc, mul_one_div_cancel (ha1 p), one_mul]
      rw [hprod, ← hb, Finset.mul_sum]
      refine Finset.sum_congr rfl fun e _ => ?_
      rw [Fin.prod_univ_succ]
      congr 1
      · rw [← Equiv.sum_comp (Equiv.Perm.decomposeFin.symm (p, e)) a]
        simp
      · refine Finset.prod_congr rfl fun m _ => ?_
        rw [Fin.sum_univ_succ]
        simp [Equiv.Perm.decomposeFin_symm_apply_succ]
    -- summing over the first fragment cancels the total energy
    rw [← Equiv.sum_comp (Equiv.Perm.decomposeFin (n := n)).symm, Fintype.sum_prod_type]
    refine (Finset.sum_congr rfl fun p _ => hp p).trans ?_
    rw [← Finset.mul_sum, ← Finset.sum_mul, ← mul_assoc, one_div_mul_cancel hA, one_mul]
```

Reversal is `Fin.revPerm`. The step `key` matches the two products for each ordering, and `Equiv.mulRight` reindexes the sum.

```lean
/-- Denominator factorisation: if no non-empty set of fragments has total excitation energy zero,
the products of inverse intermediate gaps, summed over all orderings, give the product of the
inverse single-fragment energies. -/
theorem denominator_factorisation {n : ℕ} (a : Fin n → K)
    (ha : ∀ S : Finset (Fin n), S.Nonempty → ∑ i ∈ S, a i ≠ 0) :
    ∑ s : Equiv.Perm (Fin n), ∏ m, 1 / intermediateGap a s m = ∏ i, 1 / a i := by
  -- reversing the order turns partial sums into tail sums
  have key : ∀ s : Equiv.Perm (Fin n), ∏ m, 1 / intermediateGap a s m
      = ∏ m, 1 / (∑ k, if m ≤ k then a ((s * Fin.revPerm : Equiv.Perm (Fin n)) k) else 0) := by
    intro s
    refine (Equiv.prod_comp Fin.revPerm (fun m => 1 / intermediateGap a s m)).symm.trans ?_
    refine Finset.prod_congr rfl fun m _ => ?_
    have h : intermediateGap a s (Fin.rev m)
        = ∑ k, if m ≤ k then a (s (Fin.rev k)) else 0 := by
      have h1 : intermediateGap a s (Fin.rev m)
          = ∑ k, if k ≤ Fin.rev m then a (s k) else 0 := by
        unfold intermediateGap
        rw [← Finset.sum_filter]
        congr 1
        ext k
        simp
      rw [h1]
      refine (Equiv.sum_comp Fin.revPerm
        (fun k => if k ≤ Fin.rev m then a (s k) else 0)).symm.trans ?_
      refine Finset.sum_congr rfl fun k _ => ?_
      simp [Fin.rev_le_rev]
    exact congrArg (fun x => 1 / x) h
  rw [← sum_orderings_tail n a ha]
  exact (Finset.sum_congr rfl fun s _ => key s).trans
    (Equiv.sum_comp (Equiv.mulRight Fin.revPerm)
      (fun s : Equiv.Perm (Fin n) => ∏ m, 1 / (∑ k, if m ≤ k then a (s k) else 0)))
```

For positive energies the subset condition follows from positivity of sums.

```lean
/-- Denominator factorisation for positive real excitation energies. -/
theorem denominator_factorisation_of_pos {n : ℕ} (a : Fin n → ℝ) (ha : ∀ i, 0 < a i) :
    ∑ s : Equiv.Perm (Fin n), ∏ m, 1 / intermediateGap a s m = ∏ i, 1 / a i :=
  denominator_factorisation a fun _ hS => (Finset.sum_pos (fun i _ => ha i) hS).ne'
```

The next proof pulls out the common factor `∏ i, -v i` and applies the identity. The sum over orderings is taken as the amplitude; it is not derived from a Hamiltonian.

```lean
/-- With couplings `v` and excitation energies `a`, the amplitude for exciting every fragment once,
summed over all orderings, is the product of the single-fragment amplitudes, provided that no
non-empty set of fragments has total excitation energy zero. -/
theorem amplitude_factorises {n : ℕ} (v a : Fin n → K)
    (ha : ∀ S : Finset (Fin n), S.Nonempty → ∑ i ∈ S, a i ≠ 0) :
    ∑ s : Equiv.Perm (Fin n), ∏ m, v (s m) / (-intermediateGap a s m)
      = ∏ i, v i / (-a i) := by
  -- the couplings give the same factor in every ordering
  have h : ∀ s : Equiv.Perm (Fin n), ∏ m, v (s m) / (-intermediateGap a s m)
      = (∏ i, -v i) * ∏ m, 1 / intermediateGap a s m := by
    intro s
    rw [← Equiv.prod_comp s (fun i => -v i), ← Finset.prod_mul_distrib]
    refine Finset.prod_congr rfl fun m _ => ?_
    show v (s m) / (-intermediateGap a s m) = -v (s m) * (1 / intermediateGap a s m)
    rw [div_neg]
    ring
  rw [Finset.sum_congr rfl fun s _ => h s, ← Finset.mul_sum,
    denominator_factorisation a ha, ← Finset.prod_mul_distrib]
  refine Finset.prod_congr rfl fun i _ => ?_
  rw [div_neg]
  ring
```

The recursion holds for any finite set `S` and needs only the individual energies to be non-zero. The step `h` is the single-fragment relation used above.

```lean
/-- Products of single-fragment amplitudes satisfy the lowest-order Rayleigh-Schroedinger recursion,
which builds the amplitude of a set `S` of excited fragments from the sets with one fewer, provided
that every fragment in `S` has non-zero excitation energy. -/
theorem product_amplitude_recursion {ι : Type*} [DecidableEq ι] (v a : ι → K) (S : Finset ι)
    (ha : ∀ i ∈ S, a i ≠ 0) :
    -(∑ i ∈ S, a i) * ∏ j ∈ S, v j / (-a j)
      = ∑ i ∈ S, v i * ∏ j ∈ S.erase i, v j / (-a j) := by
  rw [neg_mul, Finset.sum_mul, ← Finset.sum_neg_distrib]
  refine Finset.sum_congr rfl fun i hi => ?_
  have hai := ha i hi
  have h : a i * (v i / (-a i)) = -v i := by
    rw [div_neg]
    field_simp
  rw [← Finset.mul_prod_erase S (fun j => v j / (-a j)) hi]
  linear_combination (-(∏ j ∈ S.erase i, v j / (-a j))) * h
```

A different model would define $C_S$ by this recursion, with $C_\varnothing=1$ and division by the total energy of $S$. Factorisation would then follow by induction on the size of $S$, without permutations, but the sum over orderings would have to be recovered by unfolding the definition.

In the last theorem `e` is a given constant, the same on both sides. A self-consistent Brillouin-Wigner calculation would determine it, and an isolated fragment would generally have its own value. The reversed inequality for separate shifts $e_i$ is not formalised here. The step `hg` computes the gaps of the shifted energies, and `Finset.prod_lt_prod` compares the factors, with strictness at step `1`, which exists because `1 < n`.

```lean
/-- If all excitation energies are positive and every denominator carries the same positive shift
`e`, as in Brillouin-Wigner theory with the exact energy below the reference energy, then for two or
more fragments the sum over orderings exceeds the product of the shifted single-fragment factors. -/
theorem shifted_denominators_do_not_factorise {n : ℕ} (hn : 1 < n) (a : Fin n → ℝ)
    (ha : ∀ i, 0 < a i) {e : ℝ} (he : 0 < e) :
    ∏ i, 1 / (e + a i)
      < ∑ s : Equiv.Perm (Fin n), ∏ m, 1 / (e + intermediateGap a s m) := by
  have hg : ∀ (s : Equiv.Perm (Fin n)) (m : Fin n),
      intermediateGap (fun i => e + a i) s m
        = (((m : ℕ) : ℝ) + 1) * e + intermediateGap a s m := by
    intro s m
    simp [intermediateGap, Finset.sum_add_distrib, Fin.card_Iic]
  have hpos : ∀ (s : Equiv.Perm (Fin n)) (m : Fin n), 0 < intermediateGap a s m :=
    fun s m => Finset.sum_pos (fun k _ => ha (s k)) ⟨m, by simp⟩
  -- factorise the energies `e + a i`, then compare the denominators one by one
  rw [← denominator_factorisation_of_pos (fun i => e + a i) (fun i => add_pos he (ha i))]
  refine Finset.sum_lt_sum_of_nonempty Finset.univ_nonempty fun s _ => ?_
  refine Finset.prod_lt_prod (fun m _ => ?_) (fun m _ => ?_)
    ⟨⟨1, hn⟩, Finset.mem_univ _, ?_⟩
  · rw [hg]
    have := hpos s m
    positivity
  · rw [hg]
    have h0 := hpos s m
    have hm : 0 ≤ ((m : ℕ) : ℝ) * e := by positivity
    exact one_div_le_one_div_of_le (by linarith) (by linarith)
  · rw [hg]
    have h0 := hpos s ⟨1, hn⟩
    have h1 : (((⟨1, hn⟩ : Fin n) : ℕ) : ℝ) = 1 := by simp
    rw [h1]
    exact one_div_lt_one_div_of_lt (by linarith) (by linarith)

end

end DenominatorFactorisation
```

```lean
#print axioms DenominatorFactorisation.denominator_factorisation
-- 'DenominatorFactorisation.denominator_factorisation' depends on axioms: [propext, Classical.choice, Quot.sound]
#print axioms DenominatorFactorisation.amplitude_factorises
-- 'DenominatorFactorisation.amplitude_factorises' depends on axioms: [propext, Classical.choice, Quot.sound]
#print axioms DenominatorFactorisation.product_amplitude_recursion
-- 'DenominatorFactorisation.product_amplitude_recursion' depends on axioms: [propext, Classical.choice, Quot.sound]
#print axioms DenominatorFactorisation.shifted_denominators_do_not_factorise
-- 'DenominatorFactorisation.shifted_denominators_do_not_factorise' depends on axioms: [propext, Classical.choice, Quot.sound]
```
